# The closing bond of a three-mode Jordan-Wigner ring

## Physical setting

Take a three-spin XX ring in which every bond exchanges an excitation with amplitude 1. If its closing bond is replaced by an ordinary fermion hop of the same amplitude between modes 1 and 3, the energies with two excitations come out with the wrong sign: diagonalising the $3\times 3$ block by hand gives $-2, 1, 1$ in place of $2, -1, -1$. The error is a missing factor that depends on the particle-number parity.

Each qubit has an empty state $|0\rangle$ and an occupied state $|1\rangle$. Let $X, Y, Z$ be the Pauli matrices, $I$ the one-qubit identity, and $\sigma = |0\rangle\langle 1|$ the lowering matrix. The three Jordan-Wigner modes are

$$c_1 = \sigma\otimes I\otimes I,\qquad c_2 = Z\otimes\sigma\otimes I,\qquad c_3 = Z\otimes Z\otimes\sigma .$$

Write $h_{ab} = c_a^\dagger c_b + c_b^\dagger c_a$ for the hopping between modes $a$ and $b$, and $P = Z\otimes Z\otimes Z$ for the parity, which is $+1$ on states with an even number of particles and $-1$ on odd ones. Below, tensor signs are dropped, so $XZX$ means $X\otimes Z\otimes X$.

## Statement

The end-to-end hopping and the string-free spin coupling are

$$h_{13} = \tfrac12(XZX + YZY),\qquad \tfrac12(XIX + YIY) = -h_{13}P .$$

Let $H = \tfrac12(XXI+YYI) + \tfrac12(IXX+IYY) + \tfrac12(XIX+YIY)$ be the XX ring in which every bond exchanges an excitation with amplitude 1. Consequently it satisfies

$$H = h_{12} + h_{23} - h_{13}P .$$

On a state of parity $p$, the closing hop has amplitude $-p$. For this non-interacting three-site ring, the fermions therefore see a periodic boundary when their number is odd and an antiperiodic one when it is even. Conversely, in this encoding the closing term of the periodic fermion ring is $\tfrac12(XZX+YZY)$, with a $Z$ in the middle. Within a sector of fixed parity $p$ it can be replaced by the string-free coupling multiplied by $-p$.

## Derivation

Acting on basis states gives the one-qubit rules

$$\sigma^\dagger Z = \sigma^\dagger,\quad Z\sigma = \sigma,\quad \sigma Z = -\sigma,\quad X = \sigma^\dagger + \sigma,\quad Y = i(\sigma^\dagger - \sigma).$$

**The flip-flop form.** Let $S$ be any operator on the middle system. Since $i^2 = -1$,

$$XSX = (\sigma^\dagger+\sigma)S(\sigma^\dagger+\sigma),\qquad YSY = -(\sigma^\dagger-\sigma)S(\sigma^\dagger-\sigma),$$

where the juxtaposed factors sit on different sites. In the sum, the terms $\sigma^\dagger S\sigma^\dagger$ and $\sigma S\sigma$ cancel and the mixed terms double:

$$\tfrac12(XSX+YSY) = \sigma^\dagger S\sigma + \sigma S\sigma^\dagger .$$

**The hopping.** Take $c_1 = \sigma\otimes 1\otimes I$, where $1$ is the identity on the middle system, and a last mode $Z\otimes S\otimes\sigma$ with $S^\dagger = S$. Multiplying factor by factor, the two hopping terms are

$$(\sigma^\dagger Z)\otimes S\otimes\sigma = \sigma^\dagger S\sigma,\qquad (Z\sigma)\otimes S\otimes\sigma^\dagger = \sigma S\sigma^\dagger .$$

Their sum $h$ is the flip-flop form, so $h = \frac12(XSX+YSY)$.

**The parity.** Now suppose also that $S^2 = 1$, and multiply by $Z\otimes S\otimes Z$:

$$h\,(ZSZ) = (\sigma^\dagger Z)S^2(\sigma Z) + (\sigma Z)S^2(\sigma^\dagger Z) = -(\sigma^\dagger 1\sigma + \sigma 1\sigma^\dagger).$$

By the flip-flop form with the identity in the middle, the right side is $-\frac12(X1X+Y1Y)$. Setting $S=Z$ gives both identities for three modes.

**The ring.** For neighbouring modes the strings disappear:

$$h_{12} = \sigma^\dagger\sigma I + \sigma\sigma^\dagger I = \tfrac12(XXI+YYI),$$
$$h_{23} = I\sigma^\dagger\sigma + I\sigma\sigma^\dagger = \tfrac12(IXX+IYY).$$

The second line uses $Z^2=I$ on the first qubit. Adding the closing bond gives $H$. If $Pv = pv$, then $h_{13}Pv = p\,h_{13}v$, which is the sector statement.

## What the formal version assumes

The matrices $\sigma$ and $\sigma^\dagger$ are `lower` and `raise`. `tensor A B C` is the Kronecker product $A\otimes B\otimes C$, `hop a b` is $a^\dagger b + b^\dagger a$, and `spinRing` is $H$. The $8\times 8$ matrices are indexed by triples of occupations, of type `Fin 2 × Fin 2 × Fin 2`.

`boundary_of_string` allows any finite middle system and assumes $S^\dagger=S$ and $S^2=1$. `three_mode_boundary` has no hypotheses left. `boundary_any_length` treats $k$ intermediate qubits and states the parity identity for the closing bond; at $k=0$ the string is the number 1 and the two ends are neighbours. There `jwString k` is defined directly as a diagonal matrix of signs $(-1)^{\text{number of occupied sites}}$, not as a repeated Kronecker product.

In `spinRing_on_sector` the vector `v` need not be normalised, and `p` is any complex number satisfying the eigenvalue equation; for nonzero `v` this forces $p=\pm1$.

The anticommutation relations of the modes are not proved, nor is the full ring identity for more than three sites. The Hamiltonian has equal couplings, no field and no $ZZ$ interaction.

## The Lean file

```lean
import Mathlib

open Matrix
open scoped Kronecker

namespace JordanWignerBoundary

noncomputable section

/-- The Pauli matrix X. -/
def X : Matrix (Fin 2) (Fin 2) ℂ := !![0, 1; 1, 0]

/-- The Pauli matrix Y. -/
def Y : Matrix (Fin 2) (Fin 2) ℂ := !![0, -Complex.I; Complex.I, 0]

/-- The Pauli matrix Z. -/
def Z : Matrix (Fin 2) (Fin 2) ℂ := !![1, 0; 0, -1]

/-- The one-qubit lowering matrix, taking the occupied state (index 1) to the empty one (index 0). -/
def lower : Matrix (Fin 2) (Fin 2) ℂ := !![0, 1; 0, 0]

/-- The one-qubit raising matrix, taking the empty state to the occupied one. -/
def raise : Matrix (Fin 2) (Fin 2) ℂ := !![0, 0; 1, 0]

/-- The operator A ⊗ B ⊗ C on a first qubit, a middle system and a last qubit. -/
def tensor {m : Type*} (A : Matrix (Fin 2) (Fin 2) ℂ) (B : Matrix m m ℂ)
    (C : Matrix (Fin 2) (Fin 2) ℂ) : Matrix (Fin 2 × m × Fin 2) (Fin 2 × m × Fin 2) ℂ :=
  A ⊗ₖ (B ⊗ₖ C)

/-- The hopping term a†b + b†a between two modes. -/
def hop {n : Type*} [Fintype n] (a b : Matrix n n ℂ) : Matrix n n ℂ := aᴴ * b + bᴴ * a

/-- The sign string Z ⊗ ... ⊗ Z on k qubits, diagonal in the occupation basis. -/
def jwString (k : ℕ) : Matrix (Fin k → Fin 2) (Fin k → Fin 2) ℂ :=
  Matrix.diagonal fun s => ((∏ i, (-1 : ℤ) ^ (s i : ℕ) : ℤ) : ℂ)

/-- The first of three Jordan-Wigner modes. -/
def c1 : Matrix (Fin 2 × Fin 2 × Fin 2) (Fin 2 × Fin 2 × Fin 2) ℂ := tensor lower 1 1

/-- The second of three Jordan-Wigner modes. -/
def c2 : Matrix (Fin 2 × Fin 2 × Fin 2) (Fin 2 × Fin 2 × Fin 2) ℂ := tensor Z lower 1

/-- The third of three Jordan-Wigner modes. -/
def c3 : Matrix (Fin 2 × Fin 2 × Fin 2) (Fin 2 × Fin 2 × Fin 2) ℂ := tensor Z Z lower

/-- The XX Hamiltonian of three spins on a ring, with coupling (XX + YY)/2 on every bond. -/
def spinRing : Matrix (Fin 2 × Fin 2 × Fin 2) (Fin 2 × Fin 2 × Fin 2) ℂ :=
  (1 / 2 : ℂ) • (tensor X X 1 + tensor Y Y 1) + (1 / 2 : ℂ) • (tensor 1 X X + tensor 1 Y Y)
    + (1 / 2 : ℂ) • (tensor X 1 X + tensor Y 1 Y)

/-- Products of tensor operators are taken factor by factor. -/
theorem tensor_mul {m : Type*} [Fintype m] (A A' C C' : Matrix (Fin 2) (Fin 2) ℂ)
    (B B' : Matrix m m ℂ) :
    tensor A B C * tensor A' B' C' = tensor (A * A') (B * B') (C * C') := by
  simp only [tensor, Matrix.mul_kronecker_mul]

/-- The adjoint of a tensor operator is taken factor by factor. -/
theorem tensor_adjoint {m : Type*} (A C : Matrix (Fin 2) (Fin 2) ℂ) (B : Matrix m m ℂ) :
    (tensor A B C)ᴴ = tensor Aᴴ Bᴴ Cᴴ := by
  ext ⟨i, j, k⟩ ⟨i', j', k'⟩
  simp [tensor, Matrix.conjTranspose_apply, Matrix.kroneckerMap_apply]

/-- One-qubit rules: adjoints, products of Z with the ladder matrices, and X and Y written
in ladder matrices. -/
theorem ladder_rules :
    lowerᴴ = raise ∧ Zᴴ = Z ∧ Z * Z = 1 ∧ raise * Z = raise ∧ Z * lower = lower ∧
      lower * Z = -lower ∧ X = raise + lower ∧ Y = Complex.I • (raise - lower) := by
  refine ⟨?_, ?_, ?_, ?_, ?_, ?_, ?_, ?_⟩ <;> ext i j <;> fin_cases i <;> fin_cases j <;>
    simp [lower, raise, X, Y, Z, Matrix.mul_apply, Fin.sum_univ_succ]

/-- The XX + YY coupling of the end qubits, with any operator S in between, exchanges
one excitation between them. -/
theorem flip_flop {m : Type*} (S : Matrix m m ℂ) :
    (1 / 2 : ℂ) • (tensor X S X + tensor Y S Y) = tensor raise S lower + tensor lower S raise := by
  obtain ⟨-, -, -, -, -, -, hX, hY⟩ := ladder_rules
  rw [hX, hY]
  ext ⟨i, j, k⟩ ⟨i', j', k'⟩
  simp only [tensor, Matrix.kroneckerMap_apply, Matrix.add_apply, Matrix.sub_apply,
    Matrix.smul_apply, smul_eq_mul]
  linear_combination (1 / 2) * S j j' * (raise i i' - lower i i') *
    (raise k k' - lower k k') * Complex.I_sq

/-- For a Hermitian string S with S² = 1, the end-to-end hopping is (XSX + YSY)/2, and the
string-free spin coupling is minus this hopping times the parity Z ⊗ S ⊗ Z. -/
theorem boundary_of_string {m : Type*} [Fintype m] [DecidableEq m] (S : Matrix m m ℂ)
    (hS : Sᴴ = S) (hS2 : S * S = 1) :
    hop (tensor lower 1 1) (tensor Z S lower) = (1 / 2 : ℂ) • (tensor X S X + tensor Y S Y) ∧
    (1 / 2 : ℂ) • (tensor X 1 X + tensor Y 1 Y) =
      -(hop (tensor lower 1 1) (tensor Z S lower) * tensor Z S Z) := by
  obtain ⟨hl, hZ, -, hrZ, hZl, hlZ, -, -⟩ := ladder_rules
  -- the Z on the first qubit is absorbed by the ladder matrices
  have h : hop (tensor lower 1 1) (tensor Z S lower) =
      tensor raise S lower + tensor lower S raise := by
    simp only [hop, tensor_adjoint, tensor_mul, hl, hZ, hS, hrZ, hZl,
      Matrix.conjTranspose_one, one_mul, mul_one]
  refine ⟨by rw [h, flip_flop], ?_⟩
  -- parity squares the string away and leaves one minus sign
  rw [h, flip_flop, add_mul, tensor_mul, tensor_mul, hS2, hrZ, hlZ]
  ext ⟨i, j, k⟩ ⟨i', j', k'⟩
  simp only [tensor, Matrix.kroneckerMap_apply, Matrix.add_apply, Matrix.neg_apply]
  ring

/-- With k qubits between the ends of the chain, the closing spin coupling (XX + YY)/2 is minus
the end-to-end fermion hopping times the total parity. -/
theorem boundary_any_length (k : ℕ) :
    (1 / 2 : ℂ) • (tensor X (1 : Matrix (Fin k → Fin 2) (Fin k → Fin 2) ℂ) X + tensor Y 1 Y) =
      -(hop (tensor lower 1 1) (tensor Z (jwString k) lower) * tensor Z (jwString k) Z) := by
  refine (boundary_of_string (jwString k) ?_ ?_).2
  · -- the signs are real
    ext s t
    by_cases hst : s = t
    · subst hst
      simp only [jwString, Matrix.conjTranspose_apply, Matrix.diagonal_apply_eq, star_intCast]
    · simp only [jwString, Matrix.conjTranspose_apply, Matrix.diagonal_apply_ne _ hst,
        Matrix.diagonal_apply_ne _ (Ne.symm hst), star_zero]
  · -- each sign squares to one
    have key : ∀ s : Fin k → Fin 2, ((∏ i, (-1 : ℤ) ^ (s i : ℕ) : ℤ) : ℂ) *
        ((∏ i, (-1 : ℤ) ^ (s i : ℕ) : ℤ) : ℂ) = 1 := by
      intro s
      have hs : ∀ i, (-1 : ℤ) ^ (s i : ℕ) * (-1 : ℤ) ^ (s i : ℕ) = 1 := by
        intro i
        rw [← mul_pow]
        norm_num
      rw [← Int.cast_mul, ← Finset.prod_mul_distrib, Finset.prod_congr rfl (fun i _ => hs i)]
      simp
    rw [jwString, Matrix.diagonal_mul_diagonal]
    exact (congrArg Matrix.diagonal (funext key)).trans Matrix.diagonal_one

/-- For three modes, c1†c3 + c3†c1 = (XZX + YZY)/2, and the spin coupling (XIX + YIY)/2 is
minus this hopping times the parity ZZZ. -/
theorem three_mode_boundary :
    hop c1 c3 = (1 / 2 : ℂ) • (tensor X Z X + tensor Y Z Y) ∧
    (1 / 2 : ℂ) • (tensor X 1 X + tensor Y 1 Y) = -(hop c1 c3 * tensor Z Z Z) :=
  boundary_of_string Z ladder_rules.2.1 ladder_rules.2.2.1

/-- The three-spin XX ring is a fermion ring whose closing hop is multiplied by minus
the parity. -/
theorem spinRing_eq :
    spinRing = hop c1 c2 + hop c2 c3 - hop c1 c3 * tensor Z Z Z := by
  obtain ⟨hl, hZ, hZZ, hrZ, hZl, -, hX, hY⟩ := ladder_rules
  -- hops between neighbours carry no string
  have h12 : hop c1 c2 = (1 / 2 : ℂ) • (tensor X X 1 + tensor Y Y 1) := by
    simp only [hop, c1, c2, tensor_adjoint, tensor_mul, hl, hZ, hrZ, hZl,
      Matrix.conjTranspose_one, one_mul, mul_one]
    rw [hX, hY]
    ext ⟨i, j, k⟩ ⟨i', j', k'⟩
    simp only [tensor, Matrix.kroneckerMap_apply, Matrix.add_apply, Matrix.sub_apply,
      Matrix.smul_apply, smul_eq_mul]
    linear_combination (-1 / 2) * (1 : Matrix (Fin 2) (Fin 2) ℂ) k k' *
      (raise i i' - lower i i') * (raise j j' - lower j j') * Complex.I_sq
  have h23 : hop c2 c3 = (1 / 2 : ℂ) • (tensor 1 X X + tensor 1 Y Y) := by
    simp only [hop, c2, c3, tensor_adjoint, tensor_mul, hl, hZ, hZZ, hrZ, hZl,
      Matrix.conjTranspose_one, one_mul, mul_one]
    rw [hX, hY]
    ext ⟨i, j, k⟩ ⟨i', j', k'⟩
    simp only [tensor, Matrix.kroneckerMap_apply, Matrix.add_apply, Matrix.sub_apply,
      Matrix.smul_apply, smul_eq_mul]
    linear_combination (-1 / 2) * (1 : Matrix (Fin 2) (Fin 2) ℂ) i i' *
      (raise j j' - lower j j') * (raise k k' - lower k k') * Complex.I_sq
  rw [spinRing, h12, h23, three_mode_boundary.2, sub_eq_add_neg]

/-- On a state of parity p, the three-spin XX ring acts as a fermion ring whose closing hop
has amplitude -p. -/
theorem spinRing_on_sector (v : Fin 2 × Fin 2 × Fin 2 → ℂ) (p : ℂ)
    (hv : tensor Z Z Z *ᵥ v = p • v) :
    spinRing *ᵥ v = (hop c1 c2 + hop c2 c3) *ᵥ v - p • (hop c1 c3 *ᵥ v) := by
  rw [spinRing_eq, Matrix.sub_mulVec, ← Matrix.mulVec_mulVec, hv, Matrix.mulVec_smul]

end

end JordanWignerBoundary
```

```lean
#print axioms JordanWignerBoundary.boundary_any_length
#print axioms JordanWignerBoundary.spinRing_on_sector
```

```
'JordanWignerBoundary.boundary_any_length' depends on axioms: [propext, Classical.choice, Quot.sound]
'JordanWignerBoundary.spinRing_on_sector' depends on axioms: [propext, Classical.choice, Quot.sound]
```

## Notes on the proof

`tensor_mul` and `tensor_adjoint` supply the factor-by-factor algebra. `ladder_rules` checks the one-qubit identities entry by entry.

`flip_flop` substitutes the ladder forms of $X$ and $Y$ and compares matrix entries. The remaining goal is a polynomial identity in those entries, apart from one use of $i^2=-1$, which `linear_combination` supplies through `Complex.I_sq`.

In `boundary_of_string`, the intermediate claim `h` is the hopping calculation: `simp only` expands the products and absorbs each $Z$ on the first qubit. The second half rewrites with `hS2`, `hrZ` and `hlZ`, that is, $S^2=1$, $\sigma^\dagger Z=\sigma^\dagger$ and $\sigma Z=-\sigma$. An entrywise `ring` then collects the minus sign.

`boundary_any_length` has to verify the two hypotheses for the sign string: its diagonal entries are real, and each squares to one. `three_mode_boundary` is the general lemma applied to $S=Z$.

`spinRing_eq` proves the neighbour hops as `h12` and `h23`, again by comparing entries, and takes the closing bond from `three_mode_boundary.2`. Finally, `spinRing_on_sector` lets the product $h_{13}P$ act on `v` one factor at a time, replaces $Pv$ by $pv$, and moves the scalar to the front.
